# For convergence as exp(−a√n), Aitken extrapolation reduces the error by a factor that grows as a√n

I have Hartree-Fock energies from three successive basis sets and want an estimate of the basis-set limit. Aitken's formula needs no fitted exponent, but it is exact when each error is a fixed multiple of the one before. My energies look more like E + A exp(−a√n), where the ratio of successive errors creeps towards 1. Aitken extrapolation can fail to speed up sequences of that kind. Does it still gain anything here, and does it still gain if I compare it with the largest calculation I ran and not the smallest?

## The gain grows like a√n, even against the largest basis

Yes to both, if the energies follow the model with a > 0 and A ≠ 0. Here E is the basis-set limit, A the amplitude of the error (positive when the energies approach E from above), and a sets the rate of convergence. Write sₙ for the energy at index n, eₙ = sₙ − E for its error, and

tₙ = sₙ − (sₙ₊₁ − sₙ)² / (sₙ₊₂ − 2sₙ₊₁ + sₙ)

for the Aitken estimate. Let r = eₙ₊₁/eₙ and q = eₙ₊₂/eₙ₊₁. Then

sₙ₊₁ − sₙ = −eₙ(1 − r)

sₙ₊₂ − 2sₙ₊₁ + sₙ = eₙ(rq − 2r + 1) = eₙ[(1 − r)² + r(q − r)]

and therefore

(tₙ − E)/eₙ = 1 − (1 − r)²/[(1 − r)² + r(q − r)] = r(q − r)/[(1 − r)² + r(q − r)].

This quotient, the error of the estimate divided by the error of sₙ, is called the relative error below. What matters is thus how the change in the ratio, q − r, compares with (1 − r)². Set dₙ = √(n+1) − √n, so that r = exp(−a dₙ) and q = exp(−a dₙ₊₁). Rationalising gives

dₙ = 1/(√(n+1) + √n)

dₙ − dₙ₊₁ = 2/[(√(n+2) + √n)(√(n+1) + √n)(√(n+2) + √(n+1))].

The second line is positive, so q > r. The denominator in the error formula is then positive, and tₙ lies strictly on the same side of E as sₙ for every n. For large n,

√n dₙ → 1/2 and n^(3/2) (dₙ − dₙ₊₁) → 1/4.

Since (exp u − 1)/u → 1 as u → 0, and q − r = r[exp(a(dₙ − dₙ₊₁)) − 1] with r → 1,

√n (1 − r) → a/2 and n^(3/2) (q − r) → a/4.

Multiplying the numerator and denominator of the relative error by n gives

√n (tₙ − E)/eₙ = r n^(3/2)(q − r) / {[√n(1 − r)]² + r n^(3/2)(q − r)/√n} → (a/4)/(a/2)² = 1/a.

Dividing by √n shows that the relative error itself vanishes. For the largest basis, eₙ₊₂ = rq eₙ with rq → 1, so the limit is again 1/a.

In the Lean file, `hfModel E A a n` is sₙ, with real parameters and a natural number n starting at 0. `aitken s n` is tₙ for any real sequence, `rootStep n` is dₙ, and `decay a n` is the error ratio r, not a decay rate. The power n^(3/2) appears as `√(n : ℝ) ^ 3`, and `Tendsto … atTop (𝓝 L)` says that the limit for n → ∞ is L.

Three theorems carry the answer:

- `aitken_hfModel` states, for every n, that the Aitken denominator is nonzero, that the relative error is positive, and that it equals the closed form above.
- `aitken_relative_error` gives the limit 1/a after multiplication by √n, and the limit 0 without it.
- `aitken_error_vs_last` gives the limit 1/a when the error is measured against sₙ₊₂.

```lean
import Mathlib

open Filter Topology Real

namespace AitkenRootExponential

noncomputable section

/-- The Hartree-Fock basis-set model: energy `E + A exp(-a √n)` at basis-set index `n`. -/
def hfModel (E A a : ℝ) (n : ℕ) : ℝ := E + A * Real.exp (-a * √(n : ℝ))

/-- The Aitken estimate from three successive values of a sequence, meant for a nonzero
second difference `s (n+2) - 2 s (n+1) + s n`. -/
def aitken (s : ℕ → ℝ) (n : ℕ) : ℝ :=
  s n - (s (n + 1) - s n) ^ 2 / (s (n + 2) - 2 * s (n + 1) + s n)

/-- The increment `√(n+1) - √n`. -/
def rootStep (n : ℕ) : ℝ := √((n + 1 : ℕ) : ℝ) - √(n : ℝ)

/-- The factor `exp(-a (√(n+1) - √n))`. -/
def decay (a : ℝ) (n : ℕ) : ℝ := Real.exp (-a * rootStep n)

/-- If the error of a sequence is multiplied by `r` and then by `q` in two successive steps,
the error of the Aitken estimate relative to the first error is a function of `r` and `q` alone,
provided the first error and the denominator are nonzero. -/
theorem aitken_error_ratio (s : ℕ → ℝ) (E r q : ℝ) (n : ℕ) (he : s n - E ≠ 0)
    (h1 : s (n + 1) - E = r * (s n - E)) (h2 : s (n + 2) - E = q * (s (n + 1) - E))
    (hD : (1 - r) ^ 2 + r * (q - r) ≠ 0) :
    (aitken s n - E) / (s n - E) = r * (q - r) / ((1 - r) ^ 2 + r * (q - r)) := by
  have hden : s (n + 2) - 2 * s (n + 1) + s n
      = (s n - E) * ((1 - r) ^ 2 + r * (q - r)) := by
    linear_combination h2 + (q - 2) * h1
  have hdiff : s (n + 1) - s n = (s n - E) * (r - 1) := by linear_combination h1
  have hnum : (s (n + 1) - s n) ^ 2 = (s n - E) * ((s n - E) * (1 - r) ^ 2) := by
    rw [hdiff]; ring
  unfold aitken
  rw [hden, hnum, mul_div_mul_left _ _ he, div_eq_div_iff he hD]
  have h3 : (s n - E) * (1 - r) ^ 2 / ((1 - r) ^ 2 + r * (q - r))
      * ((1 - r) ^ 2 + r * (q - r)) = (s n - E) * (1 - r) ^ 2 := div_mul_cancel₀ _ hD
  generalize (s n - E) * (1 - r) ^ 2 / ((1 - r) ^ 2 + r * (q - r)) = X at h3 ⊢
  linear_combination -h3

/-- Exact difference of two successive increments of the square root. -/
theorem rootStep_sub (n : ℕ) : rootStep n - rootStep (n + 1) =
    2 / ((√((n + 2 : ℕ) : ℝ) + √(n : ℝ)) * (√((n + 1 : ℕ) : ℝ) + √(n : ℝ))
      * (√((n + 2 : ℕ) : ℝ) + √((n + 1 : ℕ) : ℝ))) := by
  have sq : ∀ k : ℕ, √(k : ℝ) ^ 2 = k := fun k => Real.sq_sqrt (Nat.cast_nonneg k)
  have h1 : √((n + 1 : ℕ) : ℝ) ^ 2 - √(n : ℝ) ^ 2 = 1 := by
    rw [sq, sq]; push_cast; ring
  have h2 : √((n + 2 : ℕ) : ℝ) ^ 2 - √((n + 1 : ℕ) : ℝ) ^ 2 = 1 := by
    rw [sq, sq]; push_cast; ring
  have hy : 0 < √((n + 1 : ℕ) : ℝ) := Real.sqrt_pos.2 (by positivity)
  have hz : 0 < √((n + 2 : ℕ) : ℝ) := Real.sqrt_pos.2 (by positivity)
  have hx : 0 ≤ √(n : ℝ) := Real.sqrt_nonneg _
  change (√((n + 1 : ℕ) : ℝ) - √(n : ℝ)) - (√((n + 2 : ℕ) : ℝ) - √((n + 1 : ℕ) : ℝ)) = _
  generalize √((n + 1 : ℕ) : ℝ) = y at *
  generalize √((n + 2 : ℕ) : ℝ) = z at *
  generalize √(n : ℝ) = x at *
  rw [eq_div_iff (by positivity)]
  linear_combination ((z + x) * (z + y) + 1) * h1 + (1 - (z + x) * (y + x)) * h2

/-- The increments of the square root fall off as `1/(2√n)`, and their successive differences
as `1/(4 n^(3/2))`. -/
theorem tendsto_rootStep :
    Tendsto (fun n : ℕ => √(n : ℝ) * rootStep n) atTop (𝓝 (1 / 2)) ∧
    Tendsto (fun n : ℕ => √(n : ℝ) ^ 3 * (rootStep n - rootStep (n + 1))) atTop
      (𝓝 (1 / 4)) := by
  -- neighbouring square roots have ratio tending to one
  have hr : ∀ k : ℕ, Tendsto (fun n : ℕ => √((n + k : ℕ) : ℝ) / √(n : ℝ)) atTop (𝓝 1) := by
    intro k
    have h := ((tendsto_const_div_atTop_nhds_zero_nat (k : ℝ)).const_add 1).sqrt
    rw [add_zero, Real.sqrt_one] at h
    refine h.congr' ?_
    filter_upwards [eventually_gt_atTop 0] with n hn
    have hn' : (n : ℝ) ≠ 0 := Nat.cast_ne_zero.2 hn.ne'
    rw [← Real.sqrt_div (Nat.cast_nonneg _), Nat.cast_add, add_div, div_self hn']
  have canc : ∀ x y : ℝ, x ≠ 0 → y / x * x = y := fun x y h => by field_simp
  constructor
  · have h : Tendsto (fun n : ℕ => 1 / (√((n + 1 : ℕ) : ℝ) / √(n : ℝ) + 1)) atTop
        (𝓝 (1 / (1 + 1))) :=
      tendsto_const_nhds.div ((hr 1).add_const 1) (by norm_num)
    rw [show (1 / 2 : ℝ) = 1 / (1 + 1) by norm_num]
    refine h.congr' ?_
    filter_upwards [eventually_gt_atTop 0] with n hn
    have hx : √(n : ℝ) ≠ 0 := (Real.sqrt_pos.2 (Nat.cast_pos.2 hn)).ne'
    have hp := canc _ √((n + 1 : ℕ) : ℝ) hx
    have h1 : √((n + 1 : ℕ) : ℝ) ^ 2 - √(n : ℝ) ^ 2 = 1 := by
      rw [Real.sq_sqrt (Nat.cast_nonneg _), Real.sq_sqrt (Nat.cast_nonneg _)]
      push_cast; ring
    rw [eq_comm, eq_div_iff (by positivity)]
    unfold rootStep
    generalize √((n + 1 : ℕ) : ℝ) / √(n : ℝ) = p at *
    linear_combination (√((n + 1 : ℕ) : ℝ) - √(n : ℝ)) * hp + h1
  · have h : Tendsto (fun n : ℕ => 2 / ((√((n + 2 : ℕ) : ℝ) / √(n : ℝ) + 1)
        * (√((n + 1 : ℕ) : ℝ) / √(n : ℝ) + 1)
        * (√((n + 2 : ℕ) : ℝ) / √(n : ℝ) + √((n + 1 : ℕ) : ℝ) / √(n : ℝ)))) atTop
        (𝓝 (2 / ((1 + 1) * (1 + 1) * (1 + 1)))) :=
      tendsto_const_nhds.div ((((hr 2).add_const 1).mul ((hr 1).add_const 1)).mul
        ((hr 2).add (hr 1))) (by norm_num)
    rw [show (1 / 4 : ℝ) = 2 / ((1 + 1) * (1 + 1) * (1 + 1)) by norm_num]
    refine h.congr' ?_
    filter_upwards [eventually_gt_atTop 0] with n hn
    have hx : √(n : ℝ) ≠ 0 := (Real.sqrt_pos.2 (Nat.cast_pos.2 hn)).ne'
    have key : ∀ x y z p q : ℝ, p * x = y → q * x = z →
        (z + x) * (y + x) * (z + y) = x ^ 3 * ((q + 1) * (p + 1) * (q + p)) := by
      rintro x _ _ p q rfl rfl
      ring
    rw [rootStep_sub, key _ _ _ _ _ (canc _ _ hx) (canc _ _ hx), ← mul_div_assoc,
      mul_div_mul_left _ _ (pow_ne_zero 3 hx)]

/-- Linearisation of the exponential: for `u → 0`, the scaled quantities `c (exp u - 1)` and
`c u` have the same limit, if the latter has one. -/
theorem tendsto_mul_exp_sub_one {c u : ℕ → ℝ} {L : ℝ} (hu : Tendsto u atTop (𝓝 0))
    (hc : Tendsto (fun n => c n * u n) atTop (𝓝 L)) :
    Tendsto (fun n => c n * (Real.exp (u n) - 1)) atTop (𝓝 L) := by
  have hg := (continuousAt_dslope_same.2 (Real.differentiable_exp 0)).tendsto
  rw [dslope_same, (Real.hasDerivAt_exp 0).deriv, Real.exp_zero] at hg
  have h := hc.mul (hg.comp hu)
  rw [mul_one] at h
  refine h.congr fun n => ?_
  have e := sub_smul_dslope Real.exp 0 (u n)
  rw [sub_zero, smul_eq_mul, Real.exp_zero] at e
  change c n * u n * dslope Real.exp 0 (u n) = _
  rw [mul_assoc, e]

/-- A quantity that has a finite limit after multiplication by `√n` tends to zero. -/
theorem tendsto_zero_of_sqrt_mul {v : ℕ → ℝ} {L : ℝ}
    (h : Tendsto (fun n : ℕ => √(n : ℝ) * v n) atTop (𝓝 L)) : Tendsto v atTop (𝓝 0) := by
  have h' := h.mul
    (Real.tendsto_sqrt_atTop.comp tendsto_natCast_atTop_atTop).inv_tendsto_atTop
  rw [mul_zero] at h'
  refine h'.congr' ?_
  filter_upwards [eventually_gt_atTop 0] with n hn
  have hx : √(n : ℝ) ≠ 0 := (Real.sqrt_pos.2 (Nat.cast_pos.2 hn)).ne'
  change √(n : ℝ) * v n * (√(n : ℝ))⁻¹ = v n
  field_simp

/-- The decay factor tends to one; one minus the factor, times `√n`, tends to `a/2`, and its change
from `n` to `n+1`, times `n^(3/2)`, tends to `a/4`. -/
theorem tendsto_decay (a : ℝ) :
    Tendsto (fun n => decay a n) atTop (𝓝 1) ∧
    Tendsto (fun n : ℕ => √(n : ℝ) * (1 - decay a n)) atTop (𝓝 (a / 2)) ∧
    Tendsto (fun n : ℕ => √(n : ℝ) ^ 3 * (decay a (n + 1) - decay a n)) atTop
      (𝓝 (a / 4)) := by
  obtain ⟨h1, h2⟩ := tendsto_rootStep
  have h0 := tendsto_zero_of_sqrt_mul h1
  have hu : Tendsto (fun n => -a * rootStep n) atTop (𝓝 0) := by
    have h := h0.const_mul (-a)
    rwa [mul_zero] at h
  have hr : Tendsto (fun n => decay a n) atTop (𝓝 1) := by
    have h := (Real.continuous_exp.tendsto 0).comp hu
    rw [Real.exp_zero] at h
    exact h
  refine ⟨hr, ?_, ?_⟩
  · have hc : Tendsto (fun n : ℕ => √(n : ℝ) * (-a * rootStep n)) atTop
        (𝓝 (-a * (1 / 2))) := (h1.const_mul (-a)).congr fun n => by ring
    have h := (tendsto_mul_exp_sub_one (c := fun n : ℕ => √(n : ℝ)) hu hc).neg
    rw [show -(-a * (1 / 2)) = a / 2 by ring] at h
    refine h.congr fun n => ?_
    unfold decay
    ring
  · have hd : Tendsto (fun n => a * (rootStep n - rootStep (n + 1))) atTop (𝓝 0) := by
      have h := (h0.sub (h0.comp (tendsto_add_atTop_nat 1))).const_mul a
      rw [sub_zero, mul_zero] at h
      exact h
    have hc : Tendsto (fun n : ℕ => √(n : ℝ) ^ 3 * (a * (rootStep n - rootStep (n + 1))))
        atTop (𝓝 (a * (1 / 4))) := (h2.const_mul a).congr fun n => by ring
    have h := hr.mul (tendsto_mul_exp_sub_one (c := fun n : ℕ => √(n : ℝ) ^ 3) hd hc)
    rw [show 1 * (a * (1 / 4)) = a / 4 by ring] at h
    refine h.congr fun n => ?_
    have e : decay a (n + 1)
        = decay a n * Real.exp (a * (rootStep n - rootStep (n + 1))) := by
      unfold decay
      rw [← Real.exp_add]
      congr 1
      ring
    rw [e]
    ring

/-- In the model, the error at `n+1` is the error at `n` times the decay factor. -/
theorem hfModel_succ (E A a : ℝ) (n : ℕ) :
    hfModel E A a (n + 1) - E = decay a n * (hfModel E A a n - E) := by
  have h : Real.exp (-a * √((n + 1 : ℕ) : ℝ))
      = decay a n * Real.exp (-a * √(n : ℝ)) := by
    unfold decay rootStep
    rw [← Real.exp_add]
    congr 1
    ring
  unfold hfModel
  linear_combination A * h

/-- For `a > 0` and `A ≠ 0` the Aitken denominator of the model never vanishes, the estimate lies
strictly on the same side of `E` as the energy at `n`, and its relative error is given in closed
form by two successive decay factors. -/
theorem aitken_hfModel (E : ℝ) {A a : ℝ} (ha : 0 < a) (hA : A ≠ 0) (n : ℕ) :
    hfModel E A a (n + 2) - 2 * hfModel E A a (n + 1) + hfModel E A a n ≠ 0 ∧
    0 < (aitken (hfModel E A a) n - E) / (hfModel E A a n - E) ∧
    (aitken (hfModel E A a) n - E) / (hfModel E A a n - E) =
      decay a n * (decay a (n + 1) - decay a n) /
        ((1 - decay a n) ^ 2 + decay a n * (decay a (n + 1) - decay a n)) := by
  have he : hfModel E A a n - E ≠ 0 := by
    unfold hfModel
    rw [add_sub_cancel_left]
    exact mul_ne_zero hA (Real.exp_ne_zero _)
  -- the decay factors increase with n
  have hs : 0 < rootStep n - rootStep (n + 1) := by
    rw [rootStep_sub]
    positivity
  have hlt : decay a n < decay a (n + 1) :=
    Real.exp_lt_exp.2 (by nlinarith [mul_pos ha hs])
  have hN : 0 < decay a n * (decay a (n + 1) - decay a n) :=
    mul_pos (Real.exp_pos _) (sub_pos.2 hlt)
  have hD : 0 < (1 - decay a n) ^ 2 + decay a n * (decay a (n + 1) - decay a n) := by
    linarith [sq_nonneg (1 - decay a n)]
  have h1 := hfModel_succ E A a n
  have h2 : hfModel E A a (n + 2) - E = decay a (n + 1) * (hfModel E A a (n + 1) - E) :=
    hfModel_succ E A a (n + 1)
  have h3 := aitken_error_ratio (hfModel E A a) E _ _ n he h1 h2 hD.ne'
  refine ⟨?_, ?_, h3⟩
  · have h4 : hfModel E A a (n + 2) - 2 * hfModel E A a (n + 1) + hfModel E A a n
        = (hfModel E A a n - E)
          * ((1 - decay a n) ^ 2 + decay a n * (decay a (n + 1) - decay a n)) := by
      linear_combination h2 + (decay a (n + 1) - 2) * h1
    rw [h4]
    exact mul_ne_zero he hD.ne'
  · rw [h3]
    exact div_pos hN hD

/-- For `a > 0` and `A ≠ 0`, the error of the Aitken estimate relative to that of the energy at
`n`, times `√n`, tends to `1/a`; the relative error itself tends to zero. -/
theorem aitken_relative_error (E : ℝ) {A a : ℝ} (ha : 0 < a) (hA : A ≠ 0) :
    Tendsto (fun n : ℕ => √(n : ℝ) *
      ((aitken (hfModel E A a) n - E) / (hfModel E A a n - E))) atTop (𝓝 (1 / a)) ∧
    Tendsto (fun n : ℕ => (aitken (hfModel E A a) n - E) / (hfModel E A a n - E))
      atTop (𝓝 0) := by
  obtain ⟨hr, hY, hX⟩ := tendsto_decay a
  have hi : Tendsto (fun n : ℕ => (√(n : ℝ))⁻¹) atTop (𝓝 0) :=
    (Real.tendsto_sqrt_atTop.comp tendsto_natCast_atTop_atTop).inv_tendsto_atTop
  -- numerator and denominator of the closed form, both scaled by n
  have key : ∀ x i r q : ℝ, x * i = 1 →
      x * (r * (q - r) / ((1 - r) ^ 2 + r * (q - r))) =
        r * (x ^ 3 * (q - r)) / ((x * (1 - r)) ^ 2 + r * (x ^ 3 * (q - r)) * i) := by
    intro x i r q h
    have hx : x ≠ 0 := by
      rintro rfl
      simp at h
    have hden : (x * (1 - r)) ^ 2 + r * (x ^ 3 * (q - r)) * i
        = x ^ 2 * ((1 - r) ^ 2 + r * (q - r)) := by
      linear_combination r * (q - r) * x ^ 2 * h
    rw [hden, show r * (x ^ 3 * (q - r)) = x ^ 2 * (x * (r * (q - r))) by ring,
      mul_div_mul_left _ _ (pow_ne_zero 2 hx)]
    exact (mul_div_assoc _ _ _).symm
  have hne : (a / 2) ^ 2 + 1 * (a / 4) * 0 ≠ 0 := by
    rw [mul_zero, add_zero]
    positivity
  have h := (hr.mul hX).div ((hY.pow 2).add ((hr.mul hX).mul hi)) hne
  have hl : 1 * (a / 4) / ((a / 2) ^ 2 + 1 * (a / 4) * 0) = 1 / a := by
    rw [div_eq_div_iff hne ha.ne']
    ring
  rw [hl] at h
  have main : Tendsto (fun n : ℕ => √(n : ℝ) *
      ((aitken (hfModel E A a) n - E) / (hfModel E A a n - E))) atTop (𝓝 (1 / a)) := by
    refine h.congr' ?_
    filter_upwards [eventually_gt_atTop 0] with n hn
    have hx : √(n : ℝ) ≠ 0 := (Real.sqrt_pos.2 (Nat.cast_pos.2 hn)).ne'
    rw [(aitken_hfModel E ha hA n).2.2]
    exact (key _ _ _ _ (mul_inv_cancel₀ hx)).symm
  exact ⟨main, tendsto_zero_of_sqrt_mul main⟩

/-- For `a > 0` and `A ≠ 0`, the limit `1/a` also holds when the Aitken error is compared with
the error at `n+2`, the last of the three energies used. -/
theorem aitken_error_vs_last (E : ℝ) {A a : ℝ} (ha : 0 < a) (hA : A ≠ 0) :
    Tendsto (fun n : ℕ => √(n : ℝ) *
      ((aitken (hfModel E A a) n - E) / (hfModel E A a (n + 2) - E))) atTop
      (𝓝 (1 / a)) := by
  have hr := (tendsto_decay a).1
  have hr' : Tendsto (fun n => decay a (n + 1)) atTop (𝓝 1) :=
    hr.comp (tendsto_add_atTop_nat 1)
  have h : Tendsto (fun n : ℕ => √(n : ℝ) *
      ((aitken (hfModel E A a) n - E) / (hfModel E A a n - E))
        / (decay a (n + 1) * decay a n)) atTop (𝓝 (1 / a / (1 * 1))) :=
    (aitken_relative_error E ha hA).1.div (hr'.mul hr) (by norm_num)
  rw [mul_one, div_one] at h
  refine h.congr fun n => ?_
  have h2 : hfModel E A a (n + 2) - E
      = decay a (n + 1) * (decay a n * (hfModel E A a n - E)) :=
    (hfModel_succ E A a (n + 1)).trans (by rw [hfModel_succ])
  rw [h2]
  generalize hfModel E A a n - E = e
  ring

end

end AitkenRootExponential
```

```lean
#print axioms AitkenRootExponential.aitken_error_vs_last
```

```
'AitkenRootExponential.aitken_error_vs_last' depends on axioms: [propext, Classical.choice, Quot.sound]
```

The algebra of the error formula is `aitken_error_ratio`, where `linear_combination` factors eₙ out of both differences. `rootStep_sub` is the exact formula for dₙ − dₙ₊₁. `tendsto_rootStep` obtains the two root limits by dividing through by √n and using that neighbouring square roots have ratio tending to 1.

`tendsto_mul_exp_sub_one` linearises the exponential. It uses `dslope`, the difference quotient completed by the derivative at the point itself, so u = 0 needs no separate case. `tendsto_decay` turns the root limits into those for 1 − r and q − r, with `tendsto_zero_of_sqrt_mul` supplying the division by √n. `hfModel_succ` identifies `decay` as the error ratio, and `aitken_hfModel` combines this with q > r.

In `aitken_relative_error`, the local identity `key` is the scaling by n, after which the limits are combined by the quotient rule. The last theorem divides by the two error ratios, which both tend to 1.

For basis-set extrapolation in electronic structure, this supports Aitken's formula as far as the Hartree-Fock energies obey the model E + A exp(−a√n). That real energies do so is an assumption about the basis-set family. The limit also gives no error bound at the small n used in practice, although within the model the closed form gives the exact relative error there once a is known.

The same error formula gives a different verdict for an inverse-cube model, E + A/n³, often used for correlation energies. There n(1 − r) → 3 and n²(q − r) → 3, so an informal calculation gives

(tₙ − E)/eₙ → 3/(9 + 3) = 1/4.

Aitken's formula then removes about three quarters of the error at large n, and the relative error does not vanish.
